# With a reduced resonance integral proportional to overlap, the two-centre three-electron bond has a unique optimal overlap

The resonance integral between the two orbitals is taken to be $\beta = \alpha S - kS$, with $\alpha$ and $k$ held fixed while the overlap $S$ varies. Here $\chi_1$ and $\chi_2$ are equivalent normalised orbitals on two centres, $S$ is their overlap and $\alpha$ is the Coulomb integral, the energy of an electron in either orbital alone. The reduced resonance integral $\beta - \alpha S = -kS$ is what remains of $\beta$ once the part due merely to non-orthogonality has been removed. The constant $k$ is therefore an energy that sets how strongly overlap couples the two centres. The unique optimum is proved for non-interacting electrons, with $k>0$ and $0\le S<1$. An extended-Hückel rule $\beta = K\alpha S$ has this form with $k = (1-K)\alpha$, which is positive when $\alpha<0$ and $K>1$.

An electron in the real combination $c_1\chi_1 + c_2\chi_2$ has the energy expectation value

$$
\varepsilon(c_1,c_2)=\frac{\alpha(c_1^2+c_2^2)+2\beta c_1c_2}{c_1^2+c_2^2+2Sc_1c_2}.
$$

The denominator is the squared norm, so the coefficients need not be normalised beforehand. In Lean this is `orbitalEnergy α k S c₁ c₂`, with $\beta$ written out as `α * S - k * S`.

```lean
import Mathlib

open Set

namespace ThreeElectronBond

noncomputable section

/-- Energy expectation value of the combination `c₁ χ₁ + c₂ χ₂` of two normalised orbitals with
Coulomb integral `α`, overlap `S` and resonance integral `α S - k S`; the domain is
`c₁² + c₂² + 2 S c₁ c₂ ≠ 0`. -/
def orbitalEnergy (α k S c₁ c₂ : ℝ) : ℝ :=
  (α * (c₁ ^ 2 + c₂ ^ 2) + 2 * (α * S - k * S) * c₁ * c₂) /
    (c₁ ^ 2 + c₂ ^ 2 + 2 * S * c₁ * c₂)
```

Now put $p$ electrons in the in-phase combination $(1,1)$ and $q$ in the out-of-phase combination $(1,-1)$. For $-1<S<1$, the normalised coefficient vectors are $(1,1)/\sqrt{2(1+S)}$ and $(1,-1)/\sqrt{2(1-S)}$. The stabilisation is the energy of the separated electrons minus that of the occupied combinations:

$$
\Delta(S)=(p+q)\alpha-p\,\varepsilon(1,1)-q\,\varepsilon(1,-1).
$$

A positive $\Delta$ means binding. The electrons do not interact, and there is no core repulsion. In Lean, `p` and `q` are real numbers, and nothing limits an orbital to two electrons; the three-electron bond is the choice $p=2$, $q=1$.

For semiempirical electronic structure, this non-interacting two-orbital model with fixed $\alpha$ and $k$ shows how occupying the antibonding orbital changes the overlap that gives the strongest binding.

```lean
/-- Energy of `p + q` electrons on separate centres minus their energy with `p` electrons in the
in-phase and `q` in the out-of-phase combination; the domain is `S ≠ 1` and `S ≠ -1`. -/
def stabilisation (α k p q S : ℝ) : ℝ :=
  (p + q) * α - (p * orbitalEnergy α k S 1 1 + q * orbitalEnergy α k S 1 (-1))
```

## (a) The in-phase level

For $S>-1$, show that

$$
\varepsilon(1,1)=\alpha-\frac{kS}{1+S}.
$$

With $c_1=c_2=1$ the numerator is $2\alpha+2(\alpha S-kS)=2\alpha(1+S)-2kS$ and the denominator is $2(1+S)$. Dividing term by term gives the result. For $k>0$ and $S>0$ this level lies below $\alpha$, so the in-phase combination is then the bonding one.

The Lean proof first checks that the denominator is nonzero and then clears it with `div_eq_iff`. The auxiliary equation `hx` says that $\frac{S}{1+S}(1+S)=S$, and $2k$ times it closes the remaining polynomial identity.

```lean
/-- For `S > -1` the in-phase combination has energy `α - k S / (1 + S)`. -/
theorem bonding_energy (α k : ℝ) {S : ℝ} (hS : -1 < S) :
    orbitalEnergy α k S 1 1 = α - k * (S / (1 + S)) := by
  have h : 1 + S ≠ 0 := by linarith
  have hx : S / (1 + S) * (1 + S) = S := div_mul_cancel₀ S h
  have hd : (1 : ℝ) ^ 2 + 1 ^ 2 + 2 * S * 1 * 1 ≠ 0 := by
    intro h0
    apply h
    linarith
  rw [orbitalEnergy, div_eq_iff hd]
  linear_combination 2 * k * hx
```

## (b) The out-of-phase level

For $S<1$, show that

$$
\varepsilon(1,-1)=\alpha+\frac{kS}{1-S}.
$$

The cross terms change sign. The numerator becomes $2\alpha-2(\alpha S-kS)=2\alpha(1-S)+2kS$, and the denominator becomes $2(1-S)$. Division again gives the result. For $k>0$ and $0<S<1$ the antibonding level rises by more than the bonding level falls, because $1-S<1+S$.

The proof has the same form as in (a), with `hy` recording $\frac{S}{1-S}(1-S)=S$.

```lean
/-- For `S < 1` the out-of-phase combination has energy `α + k S / (1 - S)`. -/
theorem antibonding_energy (α k : ℝ) {S : ℝ} (hS : S < 1) :
    orbitalEnergy α k S 1 (-1) = α + k * (S / (1 - S)) := by
  have h : 1 - S ≠ 0 := by linarith
  have hy : S / (1 - S) * (1 - S) = S := div_mul_cancel₀ S h
  have hd : (1 : ℝ) ^ 2 + (-1) ^ 2 + 2 * S * 1 * (-1) ≠ 0 := by
    intro h0
    apply h
    linarith
  rw [orbitalEnergy, div_eq_iff hd]
  linear_combination (-2) * k * hy
```

## (c) The stabilisation in closed form

For $-1<S<1$ and any real $p,q$, show that

$$
\Delta(S)=\frac{kS\,\bigl[(p-q)-(p+q)S\bigr]}{1-S^2}.
$$

Insert the two levels. The terms in $\alpha$ cancel, leaving

$$
\Delta(S)=kS\left(\frac{p}{1+S}-\frac{q}{1-S}\right)
=kS\,\frac{p(1-S)-q(1+S)}{1-S^2}.
$$

Collecting the terms of the last numerator by powers of $S$ gives the target. For three electrons, $p=2$ and $q=1$, it reads $kS(1-3S)/(1-S^2)$.

In Lean the rewriting step inserts (a) and (b), and `eq_div_iff` multiplies through by $1-S^2$, which `hD` shows to be positive. The final `linear_combination` uses the two cancellations `hx` and `hy` with the factors that arise from the common denominator.

```lean
/-- Closed form, for `-1 < S < 1`, of the stabilisation with `p` electrons in the in-phase and `q`
in the out-of-phase combination. -/
theorem stabilisation_eq (α k p q : ℝ) {S : ℝ} (h0 : -1 < S) (h1 : S < 1) :
    stabilisation α k p q S = k * S * ((p - q) - (p + q) * S) / (1 - S ^ 2) := by
  have hx : S / (1 + S) * (1 + S) = S := div_mul_cancel₀ S (by linarith)
  have hy : S / (1 - S) * (1 - S) = S := div_mul_cancel₀ S (by linarith)
  have hD : 0 < 1 - S ^ 2 := by nlinarith
  rw [stabilisation, bonding_energy α k h0, antibonding_energy α k h1, eq_div_iff hD.ne']
  linear_combination k * p * (1 - S) * hx - k * q * (1 + S) * hy
```

## (d) The distance from the optimum as a square

Write the occupations as $p=a^2$ and $q=b^2$. For $-1<S<1$, show that

$$
\frac{k(a-b)^2}{2}-\Delta(S)=\frac{k\,\bigl[a(1-S)-b(1+S)\bigr]^2}{2(1-S^2)}.
$$

Put the left-hand side over the denominator $2(1-S^2)$. By (c), its numerator is $k$ times

$$
(a-b)^2(1-S^2)-2S\bigl[(a^2-b^2)-(a^2+b^2)S\bigr].
$$

Sort this by the products of $a$ and $b$:

- The coefficient of $a^2$ is $1-S^2-2S+2S^2=(1-S)^2$.
- The coefficient of $b^2$ is $1-S^2+2S+2S^2=(1+S)^2$.
- The coefficient of $ab$ is $-2(1-S^2)=-2(1-S)(1+S)$.

These are the coefficients of the expanded square $[a(1-S)-b(1+S)]^2$.

The Lean theorem imposes no sign condition on $a$, $b$ or $k$, since this is an algebraic identity. In its proof, `hN` clears the denominator of the closed form, and `linear_combination` verifies the expansion.

```lean
/-- With occupations `a²` and `b²`, the stabilisation differs from `k (a - b)² / 2` by a perfect
square times `k / (2 (1 - S²))`. -/
theorem stabilisation_gap (α k a b : ℝ) {S : ℝ} (h0 : -1 < S) (h1 : S < 1) :
    k * (a - b) ^ 2 / 2 - stabilisation α k (a ^ 2) (b ^ 2) S =
      k * (a * (1 - S) - b * (1 + S)) ^ 2 / (2 * (1 - S ^ 2)) := by
  have hD : 0 < 1 - S ^ 2 := by nlinarith
  have hN := div_mul_cancel₀ (k * S * ((a ^ 2 - b ^ 2) - (a ^ 2 + b ^ 2) * S)) hD.ne'
  rw [stabilisation_eq α k _ _ h0 h1, eq_div_iff (mul_pos two_pos hD).ne']
  linear_combination (-2) * hN
```

## (e) An upper bound for every overlap

Let $k\ge0$, $p\ge0$, $q\ge0$ and $-1<S<1$. Show that

$$
\Delta(S)\le\frac{k(\sqrt p-\sqrt q)^2}{2}.
$$

Take $a=\sqrt p$ and $b=\sqrt q$ in (d). The right-hand side there is a nonnegative constant times a square, divided by a positive number, so it is nonnegative. The difference between the bound and $\Delta(S)$ is therefore nonnegative as well.

Lean uses `Real.sq_sqrt` to turn $(\sqrt p)^2$ and $(\sqrt q)^2$ back into $p$ and $q$; this is where the occupations must be nonnegative. The inequality `hn` is the sign argument just given.

```lean
/-- For `k ≥ 0`, nonnegative occupations `p` and `q`, and `-1 < S < 1`, the stabilisation is at most
`k (√p - √q)² / 2`. -/
theorem stabilisation_le (α : ℝ) {k p q S : ℝ} (hk : 0 ≤ k) (hp : 0 ≤ p) (hq : 0 ≤ q)
    (h0 : -1 < S) (h1 : S < 1) :
    stabilisation α k p q S ≤ k * (√p - √q) ^ 2 / 2 := by
  have g := stabilisation_gap α k (√p) (√q) h0 h1
  rw [Real.sq_sqrt hp, Real.sq_sqrt hq] at g
  have hD : 0 < 1 - S ^ 2 := by nlinarith
  have hn : 0 ≤ k * (√p * (1 - S) - √q * (1 + S)) ^ 2 / (2 * (1 - S ^ 2)) :=
    div_nonneg (mul_nonneg hk (sq_nonneg _)) (mul_pos two_pos hD).le
  linarith
```

## (f) The unique best overlap

Let $k>0$ and $0<q\le p$. Show that the bound in (e) is the greatest stabilisation over $0\le S<1$, and that it is attained exactly at

$$
S=\frac{\sqrt p-\sqrt q}{\sqrt p+\sqrt q}.
$$

By (d), $\Delta(S)$ equals the bound exactly when the square vanishes, because $k$ and $1-S^2$ are positive. This means

$$
\sqrt p\,(1-S)=\sqrt q\,(1+S)
\quad\Longleftrightarrow\quad
(\sqrt p+\sqrt q)\,S=\sqrt p-\sqrt q,
$$

and division by the positive number $\sqrt p+\sqrt q$ gives the stated overlap. It lies in the allowed interval: $q\le p$ makes it nonnegative, and $q>0$ makes it less than one. The bound is thus reached, and by (e) it is never exceeded.

In the limiting case $p=q$, the best overlap is $S=0$ and the greatest stabilisation is zero. Equal occupation of the two levels gives no binding at any overlap in this model.

In the Lean statement, `Ico 0 1` is the interval $0\le S<1$, and `stabilisation α k p q '' Ico 0 1` is the set of stabilisations obtained there. `IsGreatest` says that the stated value belongs to this set and bounds it from above. The second half of the statement identifies the maximiser.

In the proof, `key` is the equivalence derived above. Its forward direction removes the denominator, the factor $k$ and the square in turn; its backward direction makes the square zero. Then `hmem` places the optimum in the interval, and `stabilisation_le` supplies the upper bound.

```lean
/-- For `k > 0` and `0 < q ≤ p` the greatest stabilisation over all overlaps `0 ≤ S < 1` is `k (√p -
√q)² / 2`, attained exactly at `S = (√p - √q) / (√p + √q)`. -/
theorem optimal_overlap (α : ℝ) {k p q : ℝ} (hk : 0 < k) (hq : 0 < q) (hqp : q ≤ p) :
    IsGreatest (stabilisation α k p q '' Ico 0 1) (k * (√p - √q) ^ 2 / 2) ∧
    ∀ S ∈ Ico (0 : ℝ) 1, stabilisation α k p q S = k * (√p - √q) ^ 2 / 2 ↔
      S = (√p - √q) / (√p + √q) := by
  have hp : 0 < p := lt_of_lt_of_le hq hqp
  have hb : 0 < √q := Real.sqrt_pos.mpr hq
  have hab : √q ≤ √p := Real.sqrt_le_sqrt hqp
  have hs : 0 < √p + √q := by linarith
  have key : ∀ S ∈ Ico (0 : ℝ) 1, stabilisation α k p q S = k * (√p - √q) ^ 2 / 2 ↔
      S = (√p - √q) / (√p + √q) := by
    rintro S ⟨h0, h1⟩
    have g := stabilisation_gap α k (√p) (√q) (by linarith : -1 < S) h1
    rw [Real.sq_sqrt hp.le, Real.sq_sqrt hq.le] at g
    have hD : 0 < 1 - S ^ 2 := by nlinarith
    rw [eq_div_iff hs.ne']
    constructor
    · -- at the maximum the perfect square vanishes
      intro h
      rw [h, sub_self] at g
      have h2 := (div_eq_zero_iff.mp g.symm).resolve_right (mul_pos two_pos hD).ne'
      have h3 := (mul_eq_zero.mp h2).resolve_left hk.ne'
      have h4 := (pow_eq_zero_iff two_ne_zero).mp h3
      linear_combination -h4
    · intro h
      have h4 : √p * (1 - S) - √q * (1 + S) = 0 := by linear_combination -h
      have z : k * (0 : ℝ) ^ 2 / (2 * (1 - S ^ 2)) = 0 := by simp
      rw [h4, z] at g
      linarith
  have hmem : (√p - √q) / (√p + √q) ∈ Ico (0 : ℝ) 1 :=
    ⟨div_nonneg (by linarith) hs.le, (div_lt_one hs).mpr (by linarith)⟩
  refine ⟨⟨⟨_, hmem, (key _ hmem).mpr rfl⟩, ?_⟩, key⟩
  rintro _ ⟨S, ⟨h0, h1⟩, rfl⟩
  exact stabilisation_le α hk.le hp.le hq.le (by linarith) h1
```

## (g) Two bonding electrons and one antibonding electron

For $k>0$, show that the greatest stabilisation of the three-electron bond over $0\le S<1$, and the only overlap at which it occurs, are

$$
\Delta_{\max}=\frac{k(3-2\sqrt2)}{2},\qquad S=3-2\sqrt2.
$$

Set $p=2$ and $q=1$ in (f). The value follows from

$$
(\sqrt2-1)^2=2-2\sqrt2+1=3-2\sqrt2.
$$

For the overlap, multiply numerator and denominator by $\sqrt2-1$:

$$
\frac{\sqrt2-1}{\sqrt2+1}=\frac{(\sqrt2-1)^2}{2-1}=3-2\sqrt2.
$$

Numerically, the best overlap is about $0.172$ and the greatest stabilisation about $0.086\,k$. The same surd appears in both because $p-q=1$.

The equations `e1` and `e2` are these two evaluations. Rewriting the general theorem with them gives the special case, including its uniqueness.

```lean
/-- For `k > 0` the two-centre three-electron bond has greatest stabilisation `k (3 - 2√2) / 2` over
all overlaps `0 ≤ S < 1`, attained exactly at `S = 3 - 2√2`. -/
theorem three_electron_optimum (α : ℝ) {k : ℝ} (hk : 0 < k) :
    IsGreatest (stabilisation α k 2 1 '' Ico 0 1) (k * (3 - 2 * √2) / 2) ∧
    ∀ S ∈ Ico (0 : ℝ) 1, stabilisation α k 2 1 S = k * (3 - 2 * √2) / 2 ↔
      S = 3 - 2 * √2 := by
  have h : √(2 : ℝ) ^ 2 = 2 := Real.sq_sqrt (by norm_num)
  have e1 : (√(2 : ℝ) - √1) ^ 2 = 3 - 2 * √2 := by
    rw [Real.sqrt_one]
    linear_combination h
  have e2 : (√(2 : ℝ) - √1) / (√2 + √1) = 3 - 2 * √2 := by
    rw [Real.sqrt_one, div_eq_iff (by positivity)]
    linear_combination 2 * h
  have main := optimal_overlap α hk (one_pos : (0 : ℝ) < 1) (one_le_two : (1 : ℝ) ≤ 2)
  rw [e1, e2] at main
  exact main
```

## (h) The limit of an empty antibonding orbital

Let $q=0$, $p>0$ and $k>0$. Show that the stabilisations over $0\le S<1$ have a least upper bound that no overlap in the interval attains:

$$
\sup_{0\le S<1}\Delta(S)=\frac{kp}{2},\qquad \Delta(S)<\frac{kp}{2}.
$$

In the closed form of (c) a factor $1-S$ cancels:

$$
\Delta(S)=\frac{kpS(1-S)}{(1-S)(1+S)}=\frac{kpS}{1+S}.
$$

Since $S<1$, we have $2S<1+S$, hence $S/(1+S)<1/2$. This proves the strict inequality.

To see that no smaller bound works, let $u<kp/2$ and choose

$$
S=\frac{kp}{2(kp-u)}.
$$

Because $kp-u>kp/2>0$, this overlap lies between zero and one. It also satisfies $S(kp-u)=kp/2>u$. Rearranged, this is $kpS>u(1+S)$, so $\Delta(S)>u$, and $u$ is not an upper bound.

The one-electron bond, $p=1$, therefore approaches $k/2$ as $S\to1$, and the two-electron bond, $p=2$, approaches $k$. Neither has a best overlap below one within this model.

In Lean, `IsLUB` expresses the least upper bound. The proof establishes the simplified formula as `v` and the strict inequality as `lt`. It then assumes that a smaller upper bound `u` exists and contradicts it with the overlap chosen above.

```lean
/-- For `k > 0`, `p > 0` and an empty antibonding orbital, the stabilisation over `0 ≤ S < 1` has
least upper bound `k p / 2` and stays strictly below it. -/
theorem no_optimum_without_antibonding (α : ℝ) {k p : ℝ} (hk : 0 < k) (hp : 0 < p) :
    IsLUB (stabilisation α k p 0 '' Ico 0 1) (k * p / 2) ∧
    ∀ S ∈ Ico (0 : ℝ) 1, stabilisation α k p 0 S < k * p / 2 := by
  have hc : 0 < k * p := mul_pos hk hp
  have v : ∀ S ∈ Ico (0 : ℝ) 1, stabilisation α k p 0 S = k * p * S / (1 + S) := by
    rintro S ⟨h0, h1⟩
    have hD : 0 < 1 - S ^ 2 := by nlinarith
    have hS : 1 + S ≠ 0 := by linarith
    rw [stabilisation_eq α k p 0 (by linarith) h1, div_eq_div_iff hD.ne' hS]
    ring
  have lt : ∀ S ∈ Ico (0 : ℝ) 1, stabilisation α k p 0 S < k * p / 2 := by
    intro S hS
    have h0 : 0 < 1 + S := by linarith [hS.1]
    rw [v S hS, div_lt_div_iff₀ h0 two_pos]
    nlinarith [mul_pos hc (sub_pos.mpr hS.2)]
  refine ⟨⟨?_, fun u hu => ?_⟩, lt⟩
  · rintro _ ⟨S, hS, rfl⟩
    exact (lt S hS).le
  · -- a smaller bound `u` is exceeded at the overlap `k p / (2 (k p - u))`
    by_contra hn
    have hlt : u < k * p / 2 := not_le.mp hn
    have hd : 0 < 2 * (k * p - u) := by linarith
    obtain ⟨S, hS⟩ : ∃ S : ℝ, S = k * p / (2 * (k * p - u)) := ⟨_, rfl⟩
    have hm : S ∈ Ico (0 : ℝ) 1 := by
      rw [hS]
      exact ⟨div_nonneg hc.le hd.le, (div_lt_one hd).mpr (by linarith)⟩
    have hmul : S * (2 * (k * p - u)) = k * p := (eq_div_iff hd.ne').mp hS
    have hb : stabilisation α k p 0 S ≤ u := hu ⟨S, hm, rfl⟩
    have h0 : 0 < 1 + S := by linarith [hm.1]
    rw [v S hm, div_le_iff₀ h0] at hb
    nlinarith

end

end ThreeElectronBond
```

```lean
#print axioms ThreeElectronBond.three_electron_optimum
#print axioms ThreeElectronBond.no_optimum_without_antibonding
```

```
'ThreeElectronBond.three_electron_optimum' depends on axioms: [propext, Classical.choice, Quot.sound]
'ThreeElectronBond.no_optimum_without_antibonding' depends on axioms: [propext, Classical.choice, Quot.sound]
```
